# The t2g density is not spherical, and a real-basis d shell is spherical only for equal occupations

**Q.** Give me a concrete case in which a partly filled d shell loses spherical symmetry.

**A.** Two directions are enough to see it. Occupy $d_{xy},d_{yz},d_{zx}$ once each, so for normalised orbitals the angular density on the unit sphere is $5/(4\pi)$ times $\rho=3(x^2y^2+y^2z^2+z^2x^2)$. At $(0,0,1)$ every product contains a zero and $\rho=0$. At $(1,1,1)/\sqrt3$ every product is $1/9$ and $\rho=3\cdot\tfrac39=1$. Unsöld's theorem says that $\sum_m|Y_{lm}|^2$ is constant for every $l$; here only $l=2$ is treated, as an identity between five explicit polynomials.

**Q.** Polynomials are not orbitals. What do the Lean objects stand for?

**A.** A point is `p : Fin 3 → ℝ` with `p 0`, `p 1`, `p 2` for $x,y,z$. The sphere is defined by $r^2=1$ directly, and `IsSpherical` means constant on it.

```lean
import Mathlib

open Set

namespace T2gDensity

noncomputable section

/-- Squared distance from the nucleus, `r² = x² + y² + z²`. -/
def rSq (p : Fin 3 → ℝ) : ℝ := p 0 ^ 2 + p 1 ^ 2 + p 2 ^ 2

/-- The unit sphere of directions, `r² = 1`. -/
def unitSphere : Set (Fin 3 → ℝ) := {p | rSq p = 1}

/-- A density is spherical if it takes one and the same value in every direction. -/
def IsSpherical (ρ : (Fin 3 → ℝ) → ℝ) : Prop := ∃ c, ∀ p ∈ unitSphere, ρ p = c
```

The five functions are the angular factors in Racah normalisation. That on the sphere they are $\sqrt{4\pi/5}$ times orthonormal real spherical harmonics is true, but the file takes the formulas as definitions and never integrates. A radial factor common to all five is left out, and so is spin.

```lean
/-- The real d function `√3 x y` (Racah normalisation). -/
def dxy (p : Fin 3 → ℝ) : ℝ := Real.sqrt 3 * p 0 * p 1

/-- The real d function `√3 y z` (Racah normalisation). -/
def dyz (p : Fin 3 → ℝ) : ℝ := Real.sqrt 3 * p 1 * p 2

/-- The real d function `√3 z x` (Racah normalisation). -/
def dzx (p : Fin 3 → ℝ) : ℝ := Real.sqrt 3 * p 2 * p 0

/-- The real d function `(2z² - x² - y²)/2` (Racah normalisation). -/
def dz2 (p : Fin 3 → ℝ) : ℝ := (2 * p 2 ^ 2 - p 0 ^ 2 - p 1 ^ 2) / 2

/-- The real d function `(√3/2)(x² - y²)` (Racah normalisation). -/
def dx2y2 (p : Fin 3 → ℝ) : ℝ := Real.sqrt 3 / 2 * (p 0 ^ 2 - p 1 ^ 2)

/-- The five real d functions in the order `xy, yz, zx, z², x² - y²`. -/
def dOrb : Fin 5 → (Fin 3 → ℝ) → ℝ := ![dxy, dyz, dzx, dz2, dx2y2]
```

**Q.** And the densities?

**A.** `t2gDensity` and `egDensity` are sums of squares over the two sets. `shellDensity n` is $\sum_i n_i d_i^2$ with arbitrary real $n_i$, with no Pauli bound imposed. It is the density of an occupation matrix diagonal in this basis; cross terms $d_id_j$ are not covered.

```lean
/-- Angular density of the t2g set: the sum of the squares of `dxy, dyz, dzx`. -/
def t2gDensity (p : Fin 3 → ℝ) : ℝ := dxy p ^ 2 + dyz p ^ 2 + dzx p ^ 2

/-- Angular density of the eg set: the sum of the squares of `dz2, dx2y2`. -/
def egDensity (p : Fin 3 → ℝ) : ℝ := dz2 p ^ 2 + dx2y2 p ^ 2

/-- Angular density of a d shell with occupation `n i` of the `i`-th real d function. -/
def shellDensity (n : Fin 5 → ℝ) (p : Fin 3 → ℝ) : ℝ := ∑ i, n i * dOrb i p ^ 2

/-- The direction `(0, 0, 1)`. -/
def zAxis : Fin 3 → ℝ := ![0, 0, 1]

/-- The direction `(1, 1, 1)/√3`. -/
def bodyDiagonal : Fin 3 → ℝ := ![1 / Real.sqrt 3, 1 / Real.sqrt 3, 1 / Real.sqrt 3]
```

**Q.** Is $\rho$ also bounded above on the sphere? I see only $\rho\ge0$.

**A.** Put $X=x^2$, $Y=y^2$, $Z=z^2$. Squaring $\sqrt3$ gives $\rho=3(XY+YZ+ZX)$. For the eg set,
$$\tfrac14(2Z-X-Y)^2+\tfrac34(X-Y)^2=X^2+Y^2+Z^2-XY-YZ-ZX,$$
which is $\tfrac12[(X-Y)^2+(Y-Z)^2+(Z-X)^2]$. Adding the two gives $(X+Y+Z)^2=r^4$ at every point of space. In the first two theorems `linear_combination` substitutes `h3`, that is $(\sqrt3)^2=3$; the sum rule is then `ring`.

```lean
/-- The t2g density equals `3(x²y² + y²z² + z²x²)`. -/
theorem t2g_eq (p : Fin 3 → ℝ) :
    t2gDensity p = 3 * (p 0 ^ 2 * p 1 ^ 2 + p 1 ^ 2 * p 2 ^ 2 + p 2 ^ 2 * p 0 ^ 2) := by
  have h3 : Real.sqrt 3 ^ 2 = 3 := Real.sq_sqrt (by norm_num)
  unfold t2gDensity dxy dyz dzx
  linear_combination (p 0 ^ 2 * p 1 ^ 2 + p 1 ^ 2 * p 2 ^ 2 + p 2 ^ 2 * p 0 ^ 2) * h3

/-- The eg density is half the sum of the squared differences of `x², y², z²`. -/
theorem eg_eq (p : Fin 3 → ℝ) :
    egDensity p = ((p 0 ^ 2 - p 1 ^ 2) ^ 2 + (p 1 ^ 2 - p 2 ^ 2) ^ 2
      + (p 2 ^ 2 - p 0 ^ 2) ^ 2) / 2 := by
  have h3 : Real.sqrt 3 ^ 2 = 3 := Real.sq_sqrt (by norm_num)
  unfold egDensity dz2 dx2y2
  linear_combination ((p 0 ^ 2 - p 1 ^ 2) ^ 2 / 4) * h3

/-- Unsoeld's theorem for the d shell: the t2g and eg densities add up to `r⁴`. -/
theorem unsoeld_d_shell (p : Fin 3 → ℝ) : t2gDensity p + egDensity p = rSq p ^ 2 := by
  rw [t2g_eq, eg_eq]
  unfold rSq
  ring
```

On the sphere $\rho=1-\rho_{e_g}\le1$, since $\rho_{e_g}\ge0$ (`he`), and `positivity` gives $\rho\ge0$. The hypothesis `hp` is needed for the upper bound: at the point $(1,1,1)$ the density is $9$.

```lean
/-- On the unit sphere the t2g density lies between `0` and `1`. -/
theorem t2g_mem_Icc (p : Fin 3 → ℝ) (hp : p ∈ unitSphere) : t2gDensity p ∈ Icc (0 : ℝ) 1 := by
  have hr : rSq p = 1 := hp
  have hU := unsoeld_d_shell p
  rw [hr, one_pow] at hU
  -- the upper bound is the sum rule together with `eg ≥ 0`
  have he : 0 ≤ egDensity p := add_nonneg (sq_nonneg _) (sq_nonneg _)
  refine ⟨?_, by linarith⟩
  rw [t2g_eq]
  positivity
```

**Q.** Are your two directions special, or just convenient?

**A.** They are extremal. If $\rho=0$, three nonnegative products sum to zero, so each vanishes (`exy`, `eyz`, `ezx`). Multiplying $X+Y+Z=1$ by $X$ leaves $X^2=X$, so $X(X-1)=0$ (`hx`), and likewise for $Y$ (`hy`). Either $X=1$, or $Y=1$, or both vanish and $Z=1$. Conversely, one square equal to $1$ forces the other two to zero, and every product vanishes.

```lean
/-- On the unit sphere the t2g density vanishes exactly where one of `x², y², z²` equals `1`. -/
theorem t2g_eq_zero_iff (p : Fin 3 → ℝ) (hp : p ∈ unitSphere) :
    t2gDensity p = 0 ↔ p 0 ^ 2 = 1 ∨ p 1 ^ 2 = 1 ∨ p 2 ^ 2 = 1 := by
  have hp' : p 0 ^ 2 + p 1 ^ 2 + p 2 ^ 2 = 1 := hp
  have hX := sq_nonneg (p 0)
  have hY := sq_nonneg (p 1)
  have hZ := sq_nonneg (p 2)
  rw [t2g_eq]
  constructor
  · intro h
    -- a vanishing sum of nonnegative terms: each product vanishes
    have hxy := mul_nonneg hX hY
    have hyz := mul_nonneg hY hZ
    have hzx := mul_nonneg hZ hX
    have exy : p 0 ^ 2 * p 1 ^ 2 = 0 := by linarith
    have eyz : p 1 ^ 2 * p 2 ^ 2 = 0 := by linarith
    have ezx : p 2 ^ 2 * p 0 ^ 2 = 0 := by linarith
    -- hence `x²` and `y²` are each `0` or `1`
    have hx : p 0 ^ 2 * (p 0 ^ 2 - 1) = 0 := by
      linear_combination (p 0 ^ 2) * hp' - exy - ezx
    have hy : p 1 ^ 2 * (p 1 ^ 2 - 1) = 0 := by
      linear_combination (p 1 ^ 2) * hp' - exy - eyz
    rcases mul_eq_zero.1 hx with h0 | h0
    · rcases mul_eq_zero.1 hy with h1 | h1
      · exact Or.inr (Or.inr (by linarith))
      · exact Or.inr (Or.inl (by linarith))
    · exact Or.inl (by linarith)
  · rintro (h | h | h)
    · have h1 : p 1 ^ 2 = 0 := by linarith
      have h2 : p 2 ^ 2 = 0 := by linarith
      rw [h1, h2]
      ring
    · have h1 : p 0 ^ 2 = 0 := by linarith
      have h2 : p 2 ^ 2 = 0 := by linarith
      rw [h1, h2]
      ring
    · have h1 : p 0 ^ 2 = 0 := by linarith
      have h2 : p 1 ^ 2 = 0 := by linarith
      rw [h1, h2]
      ring
```

If $\rho=1$, the sum rule makes $\rho_{e_g}=0$, so $X=Y$ (`c1`) and $Y=Z$ (`c2`), and all three are $1/3$. The converse is substitution. Both theorems are stated for the squares, so they include all sign choices: the coordinate axes and the body diagonals.

```lean
/-- On the unit sphere the t2g density equals `1` exactly where `x² = y² = z² = 1/3`. -/
theorem t2g_eq_one_iff (p : Fin 3 → ℝ) (hp : p ∈ unitSphere) :
    t2gDensity p = 1 ↔ p 0 ^ 2 = 1 / 3 ∧ p 1 ^ 2 = 1 / 3 ∧ p 2 ^ 2 = 1 / 3 := by
  have hp' : p 0 ^ 2 + p 1 ^ 2 + p 2 ^ 2 = 1 := hp
  have hr : rSq p = 1 := hp
  constructor
  · intro h
    -- by the sum rule the eg density vanishes
    have hU := unsoeld_d_shell p
    rw [hr, one_pow, h, eg_eq] at hU
    have a1 := sq_nonneg (p 0 ^ 2 - p 1 ^ 2)
    have a2 := sq_nonneg (p 1 ^ 2 - p 2 ^ 2)
    have a3 := sq_nonneg (p 2 ^ 2 - p 0 ^ 2)
    have b1 : (p 0 ^ 2 - p 1 ^ 2) ^ 2 = 0 := by linarith
    have b2 : (p 1 ^ 2 - p 2 ^ 2) ^ 2 = 0 := by linarith
    have c1 : p 0 ^ 2 - p 1 ^ 2 = 0 := (pow_eq_zero_iff two_ne_zero).1 b1
    have c2 : p 1 ^ 2 - p 2 ^ 2 = 0 := (pow_eq_zero_iff two_ne_zero).1 b2
    exact ⟨by linarith, by linarith, by linarith⟩
  · rintro ⟨h0, h1, h2⟩
    rw [t2g_eq, h0, h1, h2]
    norm_num
```

`t2g_values` checks that both directions are unit vectors and applies the two criteria from right to left.

```lean
/-- The directions `(0,0,1)` and `(1,1,1)/√3` lie on the unit sphere, and the t2g density
is `0` at the first and `1` at the second. -/
theorem t2g_values :
    zAxis ∈ unitSphere ∧ t2gDensity zAxis = 0 ∧
      bodyDiagonal ∈ unitSphere ∧ t2gDensity bodyDiagonal = 1 := by
  have h3 : Real.sqrt 3 ^ 2 = 3 := Real.sq_sqrt (by norm_num)
  have hd : (1 / Real.sqrt 3) ^ 2 = 1 / 3 := by rw [div_pow, one_pow, h3]
  have hz : zAxis ∈ unitSphere := by
    show (0 : ℝ) ^ 2 + (0 : ℝ) ^ 2 + (1 : ℝ) ^ 2 = 1
    norm_num
  have hb : bodyDiagonal ∈ unitSphere := by
    show (1 / Real.sqrt 3) ^ 2 + (1 / Real.sqrt 3) ^ 2 + (1 / Real.sqrt 3) ^ 2 = 1
    rw [hd]
    norm_num
  have h1 : (1 : ℝ) ^ 2 = 1 := by norm_num
  exact ⟨hz, (t2g_eq_zero_iff zAxis hz).2 (Or.inr (Or.inr h1)), hb,
    (t2g_eq_one_iff bodyDiagonal hb).2 ⟨hd, hd, hd⟩⟩
```

**Q.** Membership in $[0,1]$ does not show that the interval is filled.

**A.** `t2g_image` does: the set of values on the sphere equals `Icc (0 : ℝ) 1`. Given $t\in[0,1]$, take $u=\sqrt{1-t}\in[0,1]$, $X=Y=(1-u)/3$ and $Z=(1+2u)/3$. These are nonnegative and sum to $1$, and
$$\rho=3X(X+2Z)=(1-u)(1+u)=1-u^2=t.$$
In Lean, `a` and `b` are the square roots and the point is `![a, a, b]`.

```lean
/-- The values of the t2g density on the unit sphere fill exactly the interval `[0, 1]`. -/
theorem t2g_image : t2gDensity '' unitSphere = Icc (0 : ℝ) 1 := by
  ext t
  constructor
  · rintro ⟨p, hp, rfl⟩
    exact t2g_mem_Icc p hp
  · rintro ⟨h0, h1⟩
    -- on the arc `x² = y² = (1 - u)/3`, `z² = (1 + 2u)/3` the density is `1 - u²`
    obtain ⟨u, hu0, hu⟩ : ∃ u : ℝ, 0 ≤ u ∧ u ^ 2 = 1 - t :=
      ⟨Real.sqrt (1 - t), Real.sqrt_nonneg _, Real.sq_sqrt (by linarith)⟩
    have hu1 : u ≤ 1 := by nlinarith
    obtain ⟨a, ha⟩ : ∃ a : ℝ, a ^ 2 = (1 - u) / 3 :=
      ⟨Real.sqrt ((1 - u) / 3), Real.sq_sqrt (by linarith)⟩
    obtain ⟨b, hb⟩ : ∃ b : ℝ, b ^ 2 = (1 + 2 * u) / 3 :=
      ⟨Real.sqrt ((1 + 2 * u) / 3), Real.sq_sqrt (by linarith)⟩
    refine ⟨![a, a, b], ?_, ?_⟩
    · show a ^ 2 + a ^ 2 + b ^ 2 = 1
      linarith
    · rw [t2g_eq]
      show 3 * (a ^ 2 * a ^ 2 + a ^ 2 * b ^ 2 + b ^ 2 * a ^ 2) = t
      rw [ha, hb]
      linear_combination (-1 : ℝ) * hu
```

A constant density would need $c=0$ and $c=1$ at once, which is the contradiction that `linarith` finds between `e0`, `e1` and the two values.

```lean
/-- The t2g density is not spherical. -/
theorem t2g_not_spherical : ¬ IsSpherical t2gDensity := by
  rintro ⟨c, hc⟩
  obtain ⟨hz, hz0, hb, hb1⟩ := t2g_values
  have e0 := hc zAxis hz
  have e1 := hc bodyDiagonal hb
  linarith
```

**Q.** One example. Could some cleverer uneven filling still be spherical?

**A.** Not with occupations diagonal in this basis. `shellDensity_eq` expands the sum over the five functions into a polynomial.

```lean
/-- The d-shell density with occupations `n` as an explicit polynomial in `x², y², z²`. -/
theorem shellDensity_eq (n : Fin 5 → ℝ) (p : Fin 3 → ℝ) :
    shellDensity n p = n 0 * (3 * p 0 ^ 2 * p 1 ^ 2) + n 1 * (3 * p 1 ^ 2 * p 2 ^ 2)
      + n 2 * (3 * p 2 ^ 2 * p 0 ^ 2) + n 3 * ((2 * p 2 ^ 2 - p 0 ^ 2 - p 1 ^ 2) ^ 2 / 4)
      + n 4 * (3 * (p 0 ^ 2 - p 1 ^ 2) ^ 2 / 4) := by
  have h3 : Real.sqrt 3 ^ 2 = 3 := Real.sq_sqrt (by norm_num)
  have e : shellDensity n p = n 0 * dxy p ^ 2 + n 1 * dyz p ^ 2 + n 2 * dzx p ^ 2
      + n 3 * dz2 p ^ 2 + n 4 * dx2y2 p ^ 2 := by
    simp only [shellDensity, Fin.sum_univ_five]
    rfl
  rw [e]
  unfold dxy dyz dzx dz2 dx2y2
  linear_combination (n 0 * p 0 ^ 2 * p 1 ^ 2 + n 1 * p 1 ^ 2 * p 2 ^ 2
    + n 2 * p 2 ^ 2 * p 0 ^ 2 + n 4 * (p 0 ^ 2 - p 1 ^ 2) ^ 2 / 4) * h3
```

Suppose it equals $c$ on the sphere; `key` is that statement in coordinates. At $(0,0,1)$ only $d_{z^2}$ survives, so $n_3=c$. At $(1,0,0)$, $\tfrac14n_3+\tfrac34n_4=c$, so $n_4=c$. At $(\tfrac35,\tfrac45,0)$,
$$\tfrac{432}{625}n_0+\tfrac14n_3+\tfrac{147}{2500}n_4=c.$$
The weights add to $1$, so $n_0=c$. At $(0,\tfrac35,\tfrac45)$ and $(\tfrac35,0,\tfrac45)$ the weights are $\tfrac{432}{625},\tfrac{529}{2500},\tfrac{243}{2500}$, which gives $n_1=c$ and $n_2=c$. The factors `625 / 432` in the proof solve these equations. Conversely, equal occupations give $c\,r^4$, and $c(r^4-1)=c(r^2+1)(r^2-1)$ is the final `linear_combination`.

```lean
/-- The density `∑ nᵢ dᵢ²` over the five real d functions is spherical if and only if all
five occupations are equal. -/
theorem shell_spherical_iff (n : Fin 5 → ℝ) :
    IsSpherical (shellDensity n) ↔ ∃ c, ∀ i, n i = c := by
  constructor
  · rintro ⟨c, hc⟩
    have key : ∀ x y z : ℝ, x ^ 2 + y ^ 2 + z ^ 2 = 1 →
        n 0 * (3 * x ^ 2 * y ^ 2) + n 1 * (3 * y ^ 2 * z ^ 2) + n 2 * (3 * z ^ 2 * x ^ 2)
          + n 3 * ((2 * z ^ 2 - x ^ 2 - y ^ 2) ^ 2 / 4)
          + n 4 * (3 * (x ^ 2 - y ^ 2) ^ 2 / 4) = c := by
      intro x y z h
      have h' := hc ![x, y, z] h
      rw [shellDensity_eq] at h'
      exact h'
    -- the axes fix the eg occupations
    have k1 := key 0 0 1 (by norm_num)
    have k2 := key 1 0 0 (by norm_num)
    have h3 : n 3 = c := by linear_combination k1
    have h4 : n 4 = c := by linear_combination (4 / 3 : ℝ) * k2 - (1 / 3 : ℝ) * h3
    -- one direction in each coordinate plane fixes a t2g occupation
    have k3 := key (3 / 5) (4 / 5) 0 (by norm_num)
    have k4 := key 0 (3 / 5) (4 / 5) (by norm_num)
    have k5 := key (3 / 5) 0 (4 / 5) (by norm_num)
    have h0 : n 0 = c := by
      linear_combination (625 / 432 : ℝ) * k3 - (625 / 432 * (1 / 4) : ℝ) * h3
        - (625 / 432 * (147 / 2500) : ℝ) * h4
    have h1 : n 1 = c := by
      linear_combination (625 / 432 : ℝ) * k4 - (625 / 432 * (529 / 2500) : ℝ) * h3
        - (625 / 432 * (243 / 2500) : ℝ) * h4
    have h2 : n 2 = c := by
      linear_combination (625 / 432 : ℝ) * k5 - (625 / 432 * (529 / 2500) : ℝ) * h3
        - (625 / 432 * (243 / 2500) : ℝ) * h4
    refine ⟨c, fun i => ?_⟩
    fin_cases i
    exacts [h0, h1, h2, h3, h4]
  · rintro ⟨c, hn⟩
    refine ⟨c, fun p hp => ?_⟩
    have hp' : p 0 ^ 2 + p 1 ^ 2 + p 2 ^ 2 = 1 := hp
    -- equal occupations give `c r⁴`
    rw [shellDensity_eq, hn 0, hn 1, hn 2, hn 3, hn 4]
    linear_combination c * (p 0 ^ 2 + p 1 ^ 2 + p 2 ^ 2 + 1) * hp'

end

end T2gDensity
```

```lean
#print axioms T2gDensity.t2g_image
-- 'T2gDensity.t2g_image' depends on axioms: [propext, Classical.choice, Quot.sound]
#print axioms T2gDensity.t2g_not_spherical
-- 'T2gDensity.t2g_not_spherical' depends on axioms: [propext, Classical.choice, Quot.sound]
#print axioms T2gDensity.shell_spherical_iff
-- 'T2gDensity.shell_spherical_iff' depends on axioms: [propext, Classical.choice, Quot.sound]
```

**Q.** What may I take from this for electronic structure?

**A.** Within the model of one radial function and occupations diagonal in the five real d functions, an atomic d-shell density is spherical exactly when the electrons are spread evenly over the five, as in a full shell, a half-filled shell with one electron per function, or equal fractional occupations; a $t_{2g}^3$ filling with one electron per function, or a $t_{2g}^6$ filling, has cubic anisotropy, with zeros on the axes. The relative normalisation matters: with bare $xy,yz,zx$ in place of the t2g functions, the sum of the five squares is $1$ on the $z$ axis and $1/3$ on the body diagonal.
